# Distinct energy eigenmodes of a finite canonical ideal Bose gas have nonpositive occupation covariance

## Fixed particle number couples the modes

Place \(N\ge 1\) non-interacting bosons in finitely many modes, at least two, each mode being a single-particle energy eigenstate. Now treat the mode occupations as independent, as they are in the grand canonical ensemble. The variance of the total particle number then comes out as a sum of positive single-mode variances, although the total is fixed.

Writing \(n_k\) for the occupation of mode \(k\), the constraint \(\sum_k n_k=N\) gives

\[
\sum_{j\ne i}\operatorname{Cov}(n_i,n_j)=-\operatorname{Var}(n_i).
\]

With three or more modes, this fixes the sign of the sum but not of each term. The result below settles every pair: the covariance is strictly negative for \(N\ge1\) and zero for \(N=0\). In a canonical calculation for non-interacting bosons in a finite mode set, adding single-mode variances therefore never underestimates the number fluctuations of a group of modes.

## The ensemble and the theorem in Lean

The finite type `ι` labels the modes, `e` gives their real energies, and the real number `b` is the inverse temperature, usually written \(\beta\); its sign is unrestricted. Degenerate levels are entered as separate modes with equal energies.

A configuration is a function `n : ι → ℕ`. The set `piAntidiag s N` contains those with total \(N\) and no particles outside the mode set `s`. `wsum` sums an observable with weight \(w(n)=e^{-b\sum_k n_k e_k}\), `Z` is the partition function, and `mean` is their ratio over all modes. `covariance` is \(\langle n_i n_j\rangle-\langle n_i\rangle\langle n_j\rangle\).

`covariance_neg` says that this is below zero if \(i\ne j\) and \(N\ge1\); `covariance_nonpos` gives \(\le0\) for every \(N\).

The model starts from occupation numbers. The step from a trace over the symmetric \(N\)-particle Hilbert space to this sum is the usual occupation-basis argument and is not formalised. Interactions and infinitely many modes are excluded.

## Removing one boson

Let \(x_i=e^{-be_i}\), and let \(Z_N\), \(A_i(N)\) and \(B(N)\) be the weighted sums of \(1\), \(n_i\) and \(n_in_j\), with \(i\ne j\). Each configuration of \(N+1\) bosons with \(n_i\ge1\) arises from exactly one configuration of \(N\) bosons by adding a particle to mode \(i\), which multiplies the weight by \(x_i\). Replacing \(n_i\) by \(n_i+1\) in the observables gives

\[
A_i(N+1)=x_i\,(A_i(N)+Z_N),\qquad B(N+1)=x_i\,(B(N)+A_j(N)).
\]

## Log-concavity, one mode at a time

Let \(h_N\) and \(H_N\) be the partition functions before and after adding a mode with Boltzmann factor \(x\). The new mode is empty or can lose a boson, so

\[
H_{N+1}=h_{N+1}+xH_N,\qquad H_0=h_0,\qquad H_N\ge h_N.
\]

Assume \(h_{p+d}h_m\le h_ph_{m+d}\) for \(m\le p\) and \(d\ge0\). First, \(h_{p+d}H_m\le h_pH_{m+d}\), by induction on \(m\). At \(m=0\), \(h_{p+d}h_0\le h_ph_d\le h_pH_d\). For \(m+1\le p\),

\[
\begin{aligned}
h_{p+d}H_{m+1}&=h_{p+d}h_{m+1}+x\,h_{p+d}H_m\\
&\le h_ph_{m+1+d}+x\,h_pH_{m+d}=h_pH_{m+1+d}.
\end{aligned}
\]

Next, induct on \(p\), starting from equality at \(p=m\):

\[
\begin{aligned}
H_{p+1+d}H_m&=h_{p+1+d}H_m+x\,H_{p+d}H_m\\
&\le h_{p+1}H_{m+d}+x\,H_pH_{m+d}=H_{p+1}H_{m+d}.
\end{aligned}
\]

With no modes, \(Z_0=1\) and all other \(Z_N\) vanish, so the inequality holds there too. Adding modes one by one proves it for every finite mode set.

## From growing occupations to negative covariance

For \(m\le p\), we show \(A_i(m)Z_{p+1}<A_i(m+1)Z_p\). At \(m=0\) the left side is zero and the right side is \(x_iZ_0Z_p>0\). For \(m+1\le p\), the inequality for \(m\) (the induction hypothesis) and log-concavity with \(d=1\) give

\[
\begin{aligned}
A_i(m+1)Z_{p+1}&=x_i\,(A_i(m)Z_{p+1}+Z_mZ_{p+1})\\
&<x_i\,(A_i(m+1)Z_p+Z_{m+1}Z_p)=A_i(m+2)Z_p.
\end{aligned}
\]

Setting \(p=m\) shows that each mean occupation grows strictly with particle number. Hence \(A_j(m)Z_N<A_j(N)Z_m\) for \(m<N\).

Now fix \(N\ge1\). Since \(B(0)=A_i(0)=0\), induction over \(m<N\) gives

\[
\begin{aligned}
B(m+1)Z_N&=x_i\,(B(m)Z_N+A_j(m)Z_N)\\
&<x_i\,(A_i(m)A_j(N)+Z_mA_j(N))=A_i(m+1)A_j(N).
\end{aligned}
\]

At \(m+1=N\), division by \(Z_N^2\) yields \(\langle n_in_j\rangle<\langle n_i\rangle\langle n_j\rangle\).

## The complete Lean file

```lean
import Mathlib

open Finset

namespace CanonicalBoseCovariance

noncomputable section

variable {ι : Type*} [Fintype ι] [DecidableEq ι] (e : ι → ℝ) (b : ℝ)

/-- Total energy of the configuration with `n k` bosons in mode `k`. -/
def energy (n : ι → ℕ) : ℝ := ∑ k, (n k : ℝ) * e k

/-- Boltzmann-weighted sum of `f` over all ways to place `N` bosons in the modes of `s`. -/
def wsum (s : Finset ι) (N : ℕ) (f : (ι → ℕ) → ℝ) : ℝ :=
  ∑ n ∈ piAntidiag s N, Real.exp (-b * energy e n) * f n

/-- Canonical partition function of `N` bosons in the modes of `s`. -/
def Z (s : Finset ι) (N : ℕ) : ℝ := wsum e b s N (fun _ => 1)

/-- The occupation number of mode `i`, as an observable. -/
def occ (i : ι) (n : ι → ℕ) : ℝ := n i

/-- Canonical mean of `f` for `N` bosons in all modes; domain: `N = 0` or at least one mode. -/
def mean (N : ℕ) (f : (ι → ℕ) → ℝ) : ℝ := wsum e b univ N f / Z e b univ N

/-- Canonical covariance of the occupation numbers of modes `i` and `j`. -/
def covariance (N : ℕ) (i j : ι) : ℝ :=
  mean e b N (fun n => occ i n * occ j n) - mean e b N (occ i) * mean e b N (occ j)

local notation "𝒮" => wsum e b univ
local notation "𝒵" => Z e b univ

/-- Particle removal: if mode `i` is in `s` and `f` vanishes whenever that mode is empty, the sum of
`f` over `N + 1` bosons in `s` is a Boltzmann factor times a sum over `N` bosons, with one boson put
back into mode `i`. -/
theorem wsum_remove {s : Finset ι} {i : ι} (hi : i ∈ s) (N : ℕ)
    (f : (ι → ℕ) → ℝ) (hf : ∀ n, n i = 0 → f n = 0) :
    wsum e b s (N + 1) f =
      Real.exp (-b * e i) * wsum e b s N (fun n => f (n + Pi.single i 1)) := by
  have hmem : ∀ m : ι → ℕ,
      m + Pi.single i 1 ∈ piAntidiag s (N + 1) ↔ m ∈ piAntidiag s N := by
    intro m
    have hsum : s.sum (m + Pi.single i 1) = s.sum m + 1 := by
      change ∑ k ∈ s, (m k + (Pi.single i 1 : ι → ℕ) k) = _
      rw [sum_add_distrib, sum_pi_single', if_pos hi]
    simp only [mem_piAntidiag]
    rw [hsum]
    constructor <;> rintro ⟨h1, h2⟩
    · exact ⟨by omega, fun k hk => h2 k (by simp only [Pi.add_apply]; omega)⟩
    · refine ⟨by omega, fun k hk => ?_⟩
      by_cases hki : k = i
      · rw [hki]; exact hi
      · exact h2 k (by simpa [Pi.single_apply, hki] using hk)
  symm
  unfold wsum
  rw [mul_sum]
  refine sum_of_injOn (fun n => n + Pi.single i 1) (fun a _ c _ h => add_right_cancel h)
    (fun n hn => (hmem n).mpr hn) (fun n hn hnot => ?_) (fun n _ => ?_)
  · by_cases h : n i = 0
    · rw [hf n h, mul_zero]
    · have hm : n - Pi.single i 1 + Pi.single i 1 = n := by
        funext k
        simp only [Pi.add_apply, Pi.sub_apply, Pi.single_apply]
        split_ifs with hk
        · rw [hk]; omega
        · omega
      exact absurd ⟨_, (hmem _).mp (hm.symm ▸ hn), hm⟩ hnot
  · have hE : energy e (n + Pi.single i 1) = energy e n + e i := by
      simp [energy, add_mul, sum_add_distrib, Pi.single_apply]
    simp only [hE, mul_add, Real.exp_add]
    ring

/-- Opening a new mode `a`: either it stays empty, or one boson can be removed from it. -/
theorem Z_insert {s : Finset ι} {a : ι} (ha : a ∉ s) (N : ℕ) :
    Z e b (insert a s) (N + 1) =
      Z e b s (N + 1) + Real.exp (-b * e a) * Z e b (insert a s) N := by
  have hfil : (piAntidiag (insert a s) (N + 1)).filter (fun n => n a = 0) =
      piAntidiag s (N + 1) := by
    ext n
    have hs : (insert a s).sum n = n a + s.sum n := sum_insert ha
    simp only [mem_filter, mem_piAntidiag, hs]
    constructor
    · rintro ⟨⟨h1, h2⟩, h3⟩
      exact ⟨by omega, fun k hk => (mem_insert.mp (h2 k hk)).resolve_left
        fun h => hk (by rw [h]; exact h3)⟩
    · rintro ⟨h1, h2⟩
      have h3 : n a = 0 := by_contra fun h => ha (h2 a h)
      exact ⟨⟨by omega, fun k hk => mem_insert_of_mem (h2 k hk)⟩, h3⟩
  have hrem : wsum e b (insert a s) (N + 1) (fun n => if n a = 0 then 0 else 1) =
      Real.exp (-b * e a) * Z e b (insert a s) N := by
    refine (wsum_remove e b (mem_insert_self a s) N _ (fun n h => by simp [h])).trans ?_
    simp [Z]
  rw [← hrem]
  unfold Z wsum
  rw [← hfil, sum_filter, ← sum_add_distrib]
  refine sum_congr rfl fun n _ => ?_
  by_cases h : n a = 0 <;> simp [h]

/-- If a nonnegative sequence `h` is log-concave in the strong form
`h (p + d) * h m ≤ h p * h (m + d)` for all `m ≤ p` and `d`, so is the nonnegative sequence `H`
obtained from it by the recursion for opening a mode with Boltzmann factor `x ≥ 0`. -/
theorem logConcave_step {h H : ℕ → ℝ} {x : ℝ} (hx : 0 ≤ x) (h0 : ∀ n, 0 ≤ h n)
    (H0 : ∀ n, 0 ≤ H n) (hz : H 0 = h 0) (hr : ∀ n, H (n + 1) = h (n + 1) + x * H n)
    (hh : ∀ m p d, m ≤ p → h (p + d) * h m ≤ h p * h (m + d)) :
    ∀ m p d, m ≤ p → H (p + d) * H m ≤ H p * H (m + d) := by
  have hge : ∀ d, h d ≤ H d
    | 0 => hz.ge
    | d + 1 => by rw [hr d]; linarith [mul_nonneg hx (H0 d)]
  -- mixed inequality between the old and the new sequence
  have mixed : ∀ m p d, m ≤ p → h (p + d) * H m ≤ h p * H (m + d) := by
    intro m
    induction m with
    | zero =>
      intro p d hp
      rw [hz]
      exact (hh 0 p d hp).trans (mul_le_mul_of_nonneg_left (hge _) (h0 p))
    | succ m ih =>
      intro p d hp
      have h1 := hh (m + 1) p d hp
      have h2 := mul_le_mul_of_nonneg_left (ih p d (by omega)) hx
      rw [show m + 1 + d = m + d + 1 by omega] at h1 ⊢
      rw [hr m, hr (m + d)]
      nlinarith
  intro m p d hp
  obtain ⟨k, rfl⟩ := Nat.exists_eq_add_of_le hp
  clear hp
  induction k with
  | zero => exact (mul_comm _ _).le
  | succ k ih =>
    have h1 := mixed m (m + k + 1) d (by omega)
    have h2 := mul_le_mul_of_nonneg_left ih hx
    rw [show m + k + 1 + d = m + k + d + 1 by omega] at h1
    rw [show m + (k + 1) + d = m + k + d + 1 by omega,
      show m + (k + 1) = m + k + 1 by omega, hr (m + k + d), hr (m + k)]
    nlinarith

/-- The bosonic canonical partition function is log-concave in the particle number. -/
theorem Z_logConcave (s : Finset ι) : ∀ m p d, m ≤ p →
    Z e b s (p + d) * Z e b s m ≤ Z e b s p * Z e b s (m + d) := by
  have hnn : ∀ (t : Finset ι) N, 0 ≤ Z e b t N := fun t N =>
    sum_nonneg fun n _ => by positivity
  induction s using Finset.induction_on with
  | empty =>
    intro m p d hp
    rcases Nat.eq_zero_or_pos (p + d) with h | h
    · obtain ⟨rfl, rfl, rfl⟩ : p = 0 ∧ d = 0 ∧ m = 0 := by omega
      exact (mul_comm _ _).le
    · have hz : Z e b (∅ : Finset ι) (p + d) = 0 := by
        refine sum_eq_zero fun n hn => ?_
        have h1 := (mem_piAntidiag.mp hn).1
        rw [sum_empty] at h1
        omega
      rw [hz, zero_mul]
      exact mul_nonneg (hnn _ _) (hnn _ _)
  | insert a s ha ih =>
    exact logConcave_step (Real.exp_pos (-b * e a)).le (hnn s) (hnn _)
      (by simp [Z, wsum]) (Z_insert e b ha) ih

/-- With at least one mode `i` available, the partition function is positive. -/
theorem Z_pos (i : ι) (N : ℕ) : 0 < 𝒵 N :=
  sum_pos (fun n _ => by positivity) ⟨Pi.single i N, mem_piAntidiag.mpr
    ⟨(sum_pi_single' i N univ).trans (if_pos (mem_univ i)), fun k _ => mem_univ k⟩⟩

/-- Recursion in the particle number for the unnormalised mean occupation of mode `i`. -/
theorem occ_succ (i : ι) (N : ℕ) :
    𝒮 (N + 1) (occ i) = Real.exp (-b * e i) * (𝒮 N (occ i) + 𝒵 N) := by
  refine (wsum_remove e b (mem_univ i) N _ (fun n h => by simp [occ, h])).trans ?_
  congr 1
  simp [Z, wsum, occ, mul_add, sum_add_distrib]

/-- The canonical mean occupation of every mode grows strictly with the particle number. -/
theorem mean_occ_strictMono (i : ι) : StrictMono fun N => mean e b N (occ i) := by
  have hZ := Z_pos e b i
  have hx := Real.exp_pos (-b * e i)
  have key : ∀ m p, m ≤ p → 𝒮 m (occ i) * 𝒵 (p + 1) < 𝒮 (m + 1) (occ i) * 𝒵 p := by
    intro m
    induction m with
    | zero =>
      intro p _
      have h0 : 𝒮 0 (occ i) = 0 := by simp [wsum, occ]
      rw [occ_succ, h0, zero_mul, zero_add]
      exact mul_pos (mul_pos hx (hZ 0)) (hZ p)
    | succ m ih =>
      intro p hp
      have h := mul_lt_mul_of_pos_left (add_lt_add_of_lt_of_le (ih p (by omega))
        (Z_logConcave e b univ m p 1 (by omega))) hx
      rw [occ_succ e b i m, occ_succ e b i (m + 1)]
      nlinarith
  refine strictMono_nat_of_lt_succ fun N => ?_
  unfold mean
  rw [div_lt_iff₀ (hZ N), div_mul_eq_mul_div, lt_div_iff₀ (hZ (N + 1))]
  exact key N N le_rfl

/-- For at least one boson, the occupations of two distinct modes have strictly negative
canonical covariance. -/
theorem covariance_neg {i j : ι} (hij : i ≠ j) {N : ℕ} (hN : 1 ≤ N) :
    covariance e b N i j < 0 := by
  have hZ := Z_pos e b i
  have hx := Real.exp_pos (-b * e i)
  -- removing a boson from mode `i` in the joint moment
  have hB : ∀ m, 𝒮 (m + 1) (fun n => occ i n * occ j n) =
      Real.exp (-b * e i) * (𝒮 m (fun n => occ i n * occ j n) + 𝒮 m (occ j)) := by
    intro m
    refine (wsum_remove e b (mem_univ i) m _ (fun n h => by simp [occ, h])).trans ?_
    congr 1
    simp [wsum, occ, hij.symm, add_mul, mul_add, sum_add_distrib]
  -- fewer bosons means a smaller mean occupation of mode `j`
  have hA : ∀ m, m < N → 𝒮 m (occ j) * 𝒵 N < 𝒮 N (occ j) * 𝒵 m := by
    intro m hm
    have h := mean_occ_strictMono e b j hm
    simp only [mean] at h
    rwa [div_lt_iff₀ (hZ m), div_mul_eq_mul_div, lt_div_iff₀ (hZ N)] at h
  have hlt : ∀ m, m < N → 𝒮 (m + 1) (fun n => occ i n * occ j n) * 𝒵 N <
      𝒮 (m + 1) (occ i) * 𝒮 N (occ j) := by
    intro m
    induction m with
    | zero =>
      intro hm
      have h := mul_lt_mul_of_pos_left (hA 0 hm) hx
      have h1 : 𝒮 0 (fun n => occ i n * occ j n) = 0 := by simp [wsum, occ]
      have h2 : 𝒮 0 (occ i) = 0 := by simp [wsum, occ]
      rw [hB 0, occ_succ e b i 0, h1, h2]
      nlinarith
    | succ m ih =>
      intro hm
      have h := mul_lt_mul_of_pos_left (add_lt_add (ih (by omega)) (hA (m + 1) hm)) hx
      rw [hB (m + 1), occ_succ e b i (m + 1)]
      nlinarith
  have h := hlt (N - 1) (by omega)
  rw [Nat.sub_add_cancel hN] at h
  unfold covariance mean
  rw [sub_neg, div_mul_div_comm, div_lt_iff₀ (hZ N), div_mul_eq_mul_div,
    mul_div_mul_right _ _ (hZ N).ne', lt_div_iff₀ (hZ N)]
  exact h

/-- For any number of bosons, the occupations of two distinct modes have nonpositive
canonical covariance. -/
theorem covariance_nonpos {i j : ι} (hij : i ≠ j) (N : ℕ) : covariance e b N i j ≤ 0 := by
  rcases Nat.eq_zero_or_pos N with rfl | hN
  · simp [covariance, mean, wsum, occ]
  · exact (covariance_neg e b hij hN).le

end

end CanonicalBoseCovariance
```

```lean
#print axioms CanonicalBoseCovariance.covariance_nonpos
```

```
'CanonicalBoseCovariance.covariance_nonpos' depends on axioms: [propext, Classical.choice, Quot.sound]
```

## Where the steps appear in the code

`wsum_remove` is the removal argument. `sum_of_injOn` matches the two sums through `n + Pi.single i 1`; configurations missed by this map have an empty mode \(i\) and contribute zero. `Z_insert` splits the sum according to whether the new mode is empty.

`logConcave_step` contains the two inductions for \(h\) and \(H\), with the first named `mixed`. In each induction step, after the recursion is substituted, `nlinarith` adds the bounds on the two terms. `Z_logConcave` then inducts over the mode set. `Z_pos` obtains positivity from the configuration with all bosons in one mode.

`occ_succ` is the recursion for \(A_i\), and `key` in `mean_occ_strictMono` is the inequality for \(m\le p\). In `covariance_neg`, `hB` is the recursion for \(B\), `hA` compares mean occupations at different particle numbers, and `hlt` is the last induction. `covariance_nonpos` treats \(N=0\) separately, where all occupations vanish.
